# Real symmetric tridiagonal Hamiltonians with nonzero hopping have no degenerate levels

When I compute a bound state on a one-dimensional grid by shooting, I set the amplitude at the first site to 1 and run the three-term recursion outward at a trial energy, which I adjust until the condition at the far end is met. I then treat the result as the state at that energy. This takes for granted that no eigenvector vanishes at the first site, and that no second, independent eigenvector shares the energy.

I know the slogan that one-dimensional bound states are never degenerate, and the Wronskian argument for the differential equation. Can the statement be made rigorous for the matrix I actually diagonalise, with a proof checked in Lean?

## The three-term recursion leaves one free amplitude

Yes, provided that the matrix is real, symmetric and tridiagonal and that every nearest-neighbour entry is nonzero. Number the sites 0, 1, …, n. Write A(i,j) for the matrix entries and u(i) for the amplitude of a real wavefunction u at site i. The entry A(i,j) between neighbours is the hopping. If one of these entries were zero, the chain would fall into two uncoupled pieces.

**The Wronskian.** Let u solve Au = Eu and let v solve Av = Fv. On the link between neighbouring sites i and j = i + 1, define

W(i,j) = A(i,j) · (u(i)·v(j) − u(j)·v(i)).

Let l = j + 1 be the next site. By symmetry A(j,i) = A(i,j), so row j of the two equations reads

A(i,j)·u(i) + A(j,j)·u(j) + A(j,l)·u(l) = E·u(j)

A(i,j)·v(i) + A(j,j)·v(j) + A(j,l)·v(l) = F·v(j).

Multiply the second by u(j), the first by v(j), and subtract. The diagonal terms cancel, and what remains is

W(j,l) − W(i,j) = (F − E)·u(j)·v(j).

At equal energies the Wronskian is therefore the same on both sides of every interior site. Row 0 has no left neighbour, and the same subtraction there gives W(0,1) = (F − E)·u(0)·v(0), which is zero when F = E. So two solutions at the same energy have zero Wronskian on every link.

Where u is nonzero at both ends of a link, this says that v/u takes the same value at both. A grid state can have a node exactly on a site, however, and there the ratio is undefined. Starting from the first amplitude avoids this difficulty.

**The first amplitude.** Suppose Au = Eu and u(0) = 0. If there is a second site, row 0 reduces to A(0,1)·u(1) = 0, and since the hopping is nonzero, u(1) = 0. In general, once u(0), …, u(m) all vanish, row m reduces to

A(m,m+1)·u(m+1) = 0,

so u(m+1) = 0 as well. The whole vector vanishes. An eigenvector is nonzero by definition, so its first component is nonzero.

**One state per energy.** Let u and v solve the equation at the same energy E, with u ≠ 0. Then u(0) ≠ 0, and the vector

w = v − (v(0)/u(0))·u

is again a solution at energy E. Its first component is zero, so w = 0 and v is a multiple of u. The eigenspace has dimension one.

**Distinct levels.** A real symmetric matrix has an orthonormal basis of eigenvectors φ(0), …, φ(n). If two different members φ(i) and φ(j) had the same energy, then φ(j) = c·φ(i) for some number c. Taking the inner product with φ(i) gives c = 0, hence φ(j) = 0, which contradicts its unit norm.

## What the theorems say about a grid Hamiltonian

The predicate `IsGridHamiltonian A` collects the hypotheses. The field `symm` is symmetry, `short_range` sets the entries beyond nearest neighbours to zero, and `hopping` makes the nearest-neighbour entries nonzero. The last two are stated above the diagonal only, and symmetry carries them below it. The index type `Fin (n + 1)` is the set of sites 0 to n, so there is always at least one site. With exactly one there are no links, and the single level is A(0,0).

The theorem `bound_states_nondegenerate` takes an eigenvalue `E` of the linear map `Matrix.toLin' A`. It concludes that every nonzero real `w` with `A *ᵥ w = E • w` has `w 0 ≠ 0`, and that the eigenspace has real dimension 1. The theorem `levels_distinct` says that the function listing the n + 1 eigenvalues with multiplicity is injective, so no value occurs twice.

The familiar physical case is `schrodingerMatrix n c V`, with 2c + V(i) on the diagonal and −c between neighbours. For a particle of mass m on a grid of spacing h, the kinetic scale c stands for ħ²/(2mh²). The wavefunction is taken to be zero just beyond both ends of the grid. The theorem `schrodingerMatrix_witness` shows that this matrix meets all the hypotheses for every real potential, as long as c ≠ 0.

For a single particle on such a finite grid, the energy thus identifies the spatial wavefunction up to a factor. The same holds for the reduced radial function r·R(r) at fixed angular momentum, discretised in this way on a uniform grid. Degeneracies due to spin or to the orientation of the angular momentum are not counted here. "Bound" here means only that the particle is confined to the grid: every eigenvector counts, including those that represent a continuum in a box. On three or more sites, wider stencils and periodic boundaries violate `short_range`. Complex hopping falls outside the real matrices considered here, and the limit of vanishing grid spacing is not treated. Distinct levels may still lie very close together, as in a symmetric double well with a high barrier, and the theorem gives no lower bound on the gap.

The theorem `ring_degenerate` shows what a single extra bond can do. On three sites with zero diagonal entries and all mutual hoppings equal to 1, symmetry and nonzero hopping survive, but the bond between sites 0 and 2 violates `short_range`. The states (1, −1, 0)/√2 and (0, 1, −1)/√2, written without their normalisation in the code, are linearly independent and share the energy −1. The second vanishes at the first site, so both conclusions fail.

```lean
import Mathlib

open Matrix

namespace GridBoundStates

/-- A real symmetric tridiagonal matrix on `n + 1` grid points whose nearest-neighbour
entries are all nonzero. -/
structure IsGridHamiltonian {n : ℕ} (A : Matrix (Fin (n + 1)) (Fin (n + 1)) ℝ) : Prop where
  symm : A.IsSymm
  short_range : ∀ i j : Fin (n + 1), (i : ℕ) + 1 < j → A i j = 0
  hopping : ∀ i j : Fin (n + 1), (i : ℕ) + 1 = j → A i j ≠ 0

/-- The three-point discretisation of a one-dimensional Schrödinger operator with kinetic
scale `c` and potential `V`, with hard walls beyond both ends of the grid. -/
def schrodingerMatrix (n : ℕ) (c : ℝ) (V : Fin (n + 1) → ℝ) :
    Matrix (Fin (n + 1)) (Fin (n + 1)) ℝ :=
  Matrix.of fun i j => if i = j then 2 * c + V i
    else if (i : ℕ) + 1 = j ∨ (j : ℕ) + 1 = i then -c else 0

/-- The discrete Wronskian of two wavefunctions on the link between sites `i` and `j`,
weighted by the hopping. -/
def wronskian {n : ℕ} (A : Matrix (Fin (n + 1)) (Fin (n + 1)) ℝ)
    (u v : Fin (n + 1) → ℝ) (i j : Fin (n + 1)) : ℝ :=
  A i j * (u i * v j - u j * v i)

/-- The discretised Schrödinger operator with nonzero kinetic scale is a grid Hamiltonian,
for every potential. -/
theorem schrodingerMatrix_witness (n : ℕ) {c : ℝ} (hc : c ≠ 0) (V : Fin (n + 1) → ℝ) :
    IsGridHamiltonian (schrodingerMatrix n c V) where
  symm := by
    apply Matrix.IsSymm.ext
    intro i j
    by_cases h : i = j
    · rw [h]
    · simp [schrodingerMatrix, h, Ne.symm h, or_comm]
  short_range := by
    intro i j h
    have h1 : ¬ i = j := by rw [Fin.ext_iff]; omega
    have h2 : ¬ ((i : ℕ) + 1 = j ∨ (j : ℕ) + 1 = i) := by omega
    simp only [schrodingerMatrix, Matrix.of_apply, if_neg h1, if_neg h2]
  hopping := by
    intro i j h
    have h1 : ¬ i = j := by rw [Fin.ext_iff]; omega
    have h2 : (i : ℕ) + 1 = j ∨ (j : ℕ) + 1 = i := Or.inl h
    simp only [schrodingerMatrix, Matrix.of_apply, if_neg h1, if_pos h2]
    exact neg_ne_zero.mpr hc

variable {n : ℕ} {A : Matrix (Fin (n + 1)) (Fin (n + 1)) ℝ} {E F : ℝ} {u v : Fin (n + 1) → ℝ}

/-- Across an interior site `j` the Wronskian of two solutions changes by the energy
difference times the product of their amplitudes at `j`. -/
theorem wronskian_step (hA : IsGridHamiltonian A) (hu : A *ᵥ u = E • u) (hv : A *ᵥ v = F • v)
    {i j l : Fin (n + 1)} (hij : (i : ℕ) + 1 = j) (hjl : (j : ℕ) + 1 = l) :
    wronskian A u v j l - wronskian A u v i j = (F - E) * (u j * v j) := by
  have h1 : i ≠ j := by rw [Ne, Fin.ext_iff]; omega
  have h2 : i ≠ l := by rw [Ne, Fin.ext_iff]; omega
  have h3 : j ≠ l := by rw [Ne, Fin.ext_iff]; omega
  -- the three-term form of row `j`
  have row : ∀ w : Fin (n + 1) → ℝ,
      (A *ᵥ w) j = A i j * w i + A j j * w j + A j l * w l := by
    intro w
    have hs : ∑ x ∈ ({i, j, l} : Finset (Fin (n + 1))), A j x * w x = ∑ x, A j x * w x := by
      apply Finset.sum_subset (Finset.subset_univ _)
      intro x _ hx
      simp only [Finset.mem_insert, Finset.mem_singleton, not_or, Fin.ext_iff] at hx
      rcases lt_or_ge ((j : ℕ) + 1) (x : ℕ) with h | h
      · rw [hA.short_range j x h, zero_mul]
      · rw [hA.symm.apply x j, hA.short_range x j (by omega), zero_mul]
    change ∑ x, A j x * w x = _
    rw [← hs, Finset.sum_insert (by simp [h1, h2]), Finset.sum_insert (by simp [h3]),
      Finset.sum_singleton, hA.symm.apply i j]
    ring
  have hu' := congrFun hu j
  have hv' := congrFun hv j
  rw [row, Pi.smul_apply, smul_eq_mul] at hu' hv'
  unfold wronskian
  linear_combination u j * hv' - v j * hu'

/-- Two solutions of the grid eigenvalue equation at the same energy have zero Wronskian
on every link. -/
theorem wronskian_eq_zero (hA : IsGridHamiltonian A) (hu : A *ᵥ u = E • u)
    (hv : A *ᵥ v = E • v) {i j : Fin (n + 1)} (hij : (i : ℕ) + 1 = j) :
    wronskian A u v i j = 0 := by
  have main : ∀ k : ℕ, ∀ i j : Fin (n + 1), (i : ℕ) = k → (i : ℕ) + 1 = j →
      wronskian A u v i j = 0 := by
    intro k
    induction k with
    | zero =>
      -- the first row has only two terms
      intro i j hi hij
      have h1 : i ≠ j := by rw [Ne, Fin.ext_iff]; omega
      have row : ∀ w : Fin (n + 1) → ℝ, (A *ᵥ w) i = A i i * w i + A i j * w j := by
        intro w
        have hs : ∑ x ∈ ({i, j} : Finset (Fin (n + 1))), A i x * w x = ∑ x, A i x * w x := by
          apply Finset.sum_subset (Finset.subset_univ _)
          intro x _ hx
          simp only [Finset.mem_insert, Finset.mem_singleton, not_or, Fin.ext_iff] at hx
          rw [hA.short_range i x (by omega), zero_mul]
        change ∑ x, A i x * w x = _
        rw [← hs, Finset.sum_insert (by simp [h1]), Finset.sum_singleton]
      have hu' := congrFun hu i
      have hv' := congrFun hv i
      rw [row, Pi.smul_apply, smul_eq_mul] at hu' hv'
      unfold wronskian
      linear_combination u i * hv' - v i * hu'
    | succ k ih =>
      intro i j hi hij
      have hk : k < n + 1 := by have := i.isLt; omega
      have h := wronskian_step hA hu hv (i := ⟨k, hk⟩) hi.symm hij
      have h0 := ih ⟨k, hk⟩ i rfl hi.symm
      linear_combination h + h0
  exact main i i j rfl hij

/-- A solution of the grid eigenvalue equation that vanishes at the first site vanishes
everywhere. -/
theorem eq_zero_of_first_eq_zero (hA : IsGridHamiltonian A) (hu : A *ᵥ u = E • u)
    (h0 : u 0 = 0) : u = 0 := by
  have main : ∀ k : ℕ, ∀ i : Fin (n + 1), (i : ℕ) = k → u i = 0 := by
    intro k
    induction k using Nat.strong_induction_on with
    | _ k ih =>
      intro i hi
      rcases k with _ | m
      · have hi0 : i = 0 := Fin.ext hi
        rw [hi0, h0]
      · have hm : m < n + 1 := by have := i.isLt; omega
        -- in row `m` only the amplitude at site `m + 1` can survive
        have hs : (A *ᵥ u) ⟨m, hm⟩ = A ⟨m, hm⟩ i * u i := by
          change ∑ x, A ⟨m, hm⟩ x * u x = _
          apply Finset.sum_eq_single i
          · intro x _ hx
            have hx' : (x : ℕ) ≠ i := fun h => hx (Fin.ext h)
            rcases lt_or_ge (m + 1) (x : ℕ) with h | h
            · rw [hA.short_range ⟨m, hm⟩ x h, zero_mul]
            · rw [ih x (by omega) x rfl, mul_zero]
          · intro h
            exact absurd (Finset.mem_univ i) h
        have hrow := congrFun hu ⟨m, hm⟩
        rw [hs, Pi.smul_apply, ih m (by omega) ⟨m, hm⟩ rfl, smul_zero] at hrow
        exact (mul_eq_zero.mp hrow).resolve_left (hA.hopping _ i hi.symm)
  funext i
  exact main i i rfl

/-- Any solution at the energy of a nonzero solution `u` is a multiple of `u`. -/
theorem proportional (hA : IsGridHamiltonian A) (hu : A *ᵥ u = E • u) (hne : u ≠ 0)
    (hv : A *ᵥ v = E • v) : ∃ c : ℝ, v = c • u := by
  have hu0 : u 0 ≠ 0 := fun h => hne (eq_zero_of_first_eq_zero hA hu h)
  refine ⟨v 0 / u 0, sub_eq_zero.mp (eq_zero_of_first_eq_zero (E := E) hA ?_ ?_)⟩
  · rw [Matrix.mulVec_sub, Matrix.mulVec_smul, hu, hv]
    module
  · change v 0 - v 0 / u 0 * u 0 = 0
    rw [div_mul_cancel₀ _ hu0, sub_self]

/-- Every eigenvector of a grid Hamiltonian has a nonzero first component, and every
eigenspace is one-dimensional. -/
theorem bound_states_nondegenerate (hA : IsGridHamiltonian A)
    (hE : Module.End.HasEigenvalue (Matrix.toLin' A) E) :
    (∀ w : Fin (n + 1) → ℝ, A *ᵥ w = E • w → w ≠ 0 → w 0 ≠ 0) ∧
      Module.finrank ℝ (Module.End.eigenspace (Matrix.toLin' A) E) = 1 := by
  refine ⟨fun w hw hne h => hne (eq_zero_of_first_eq_zero hA hw h), ?_⟩
  obtain ⟨w, hw⟩ := hE.exists_hasEigenvector
  have hw1 : A *ᵥ w = E • w := by
    rw [← Matrix.toLin'_apply]
    exact hw.apply_eq_smul
  refine finrank_eq_one
    (⟨w, Module.End.mem_eigenspace_iff.mpr hw.apply_eq_smul⟩ :
      Module.End.eigenspace (Matrix.toLin' A) E)
    (fun h => hw.2 (congrArg Subtype.val h)) ?_
  rintro ⟨x, hx⟩
  have hx1 : A *ᵥ x = E • x := by
    rw [← Matrix.toLin'_apply]
    exact Module.End.mem_eigenspace_iff.mp hx
  obtain ⟨c, hc⟩ := proportional hA hw1 hw.2 hx1
  exact ⟨c, Subtype.ext hc.symm⟩

/-- A grid Hamiltonian is Hermitian. -/
theorem IsGridHamiltonian.isHermitian (hA : IsGridHamiltonian A) : A.IsHermitian := by
  ext i j
  simpa using hA.symm.apply i j

/-- The `n + 1` energy levels of a grid Hamiltonian, listed with multiplicity, are pairwise
distinct. -/
theorem levels_distinct (hA : IsGridHamiltonian A) :
    Function.Injective hA.isHermitian.eigenvalues := by
  intro i j hij
  by_contra hne
  have hi := hA.isHermitian.mulVec_eigenvectorBasis i
  have hj := hA.isHermitian.mulVec_eigenvectorBasis j
  rw [← hij] at hj
  have ho := hA.isHermitian.eigenvectorBasis.orthonormal
  have hi0 : (hA.isHermitian.eigenvectorBasis i).ofLp ≠ 0 := by
    intro h
    have hz : hA.isHermitian.eigenvectorBasis i = 0 := by
      ext k
      exact congrFun h k
    have h1 := ho.1 i
    rw [hz, norm_zero] at h1
    exact zero_ne_one h1
  obtain ⟨c, hc⟩ := proportional hA hi hi0 hj
  have hv : hA.isHermitian.eigenvectorBasis j = c • hA.isHermitian.eigenvectorBasis i := by
    ext k
    exact congrFun hc k
  -- orthogonality forces the factor `c` to vanish, against normalisation
  have h2 : inner ℝ (hA.isHermitian.eigenvectorBasis i)
      (hA.isHermitian.eigenvectorBasis j) = 0 := ho.2 hne
  rw [hv, inner_smul_right, real_inner_self_eq_norm_sq, ho.1 i, one_pow, mul_one] at h2
  have h3 := ho.1 j
  rw [hv, h2, zero_smul, norm_zero] at h3
  exact zero_ne_one h3

/-- On a ring of three sites, which is not tridiagonal, two linearly independent states share
the energy `-1`, and one of them vanishes at the first site. -/
theorem ring_degenerate :
    !![(0 : ℝ), 1, 1; 1, 0, 1; 1, 1, 0] *ᵥ ![1, -1, 0] = (-1 : ℝ) • ![1, -1, 0] ∧
    !![(0 : ℝ), 1, 1; 1, 0, 1; 1, 1, 0] *ᵥ ![0, 1, -1] = (-1 : ℝ) • ![0, 1, -1] ∧
    LinearIndependent ℝ ![![(1 : ℝ), -1, 0], ![0, 1, -1]] := by
  refine ⟨?_, ?_, ?_⟩
  · ext i
    fin_cases i <;> simp [Matrix.mulVec, dotProduct, Fin.sum_univ_succ]
  · ext i
    fin_cases i <;> simp [Matrix.mulVec, dotProduct, Fin.sum_univ_succ]
  · rw [LinearIndependent.pair_iff]
    intro s t h
    have h0 := congrFun h 0
    have h2 := congrFun h 2
    simp at h0 h2
    exact ⟨h0, h2⟩

end GridBoundStates
```

```lean
#print axioms GridBoundStates.wronskian_eq_zero
#print axioms GridBoundStates.bound_states_nondegenerate
#print axioms GridBoundStates.levels_distinct
#print axioms GridBoundStates.ring_degenerate
```

```
'GridBoundStates.wronskian_eq_zero' depends on axioms: [propext, Classical.choice, Quot.sound]
'GridBoundStates.bound_states_nondegenerate' depends on axioms: [propext, Classical.choice, Quot.sound]
'GridBoundStates.levels_distinct' depends on axioms: [propext, Classical.choice, Quot.sound]
'GridBoundStates.ring_degenerate' depends on axioms: [propext, Classical.choice, Quot.sound]
```

## How the Lean proof follows the recursion

In `wronskian_step`, the local statement `row` is the three-term form of row `j`. The matrix product is a sum over all sites, and `Finset.sum_subset` reduces it to `i`, `j` and `l`, because `short_range` and symmetry make every other term zero. The closing line, `linear_combination u j * hv' - v j * hu'`, is the multiplication and subtraction done above.

The theorem `wronskian_eq_zero` proceeds by induction on the number of the link's left site. The base case uses the two-term first row, and the induction step adds the conservation law to the zero already found on the previous link. These two theorems establish the Wronskian statements in their own right; the nondegeneracy proof runs through the first amplitude and does not call them.

That route starts with `eq_zero_of_first_eq_zero`, a strong induction over sites. To reach site `i`, numbered m + 1, it looks at row `m`. There `Finset.sum_eq_single i` isolates the one term that can survive: sites further right are out of range, and sites further left have zero amplitude by the induction hypothesis. The product of hopping and amplitude is then zero, and `hA.hopping` rules out the first factor.

The theorem `proportional` applies this result to v − (v(0)/u(0))·u. One of its two remaining goals is that this difference solves the eigenvalue equation, and the other is that its first component vanishes.

In `bound_states_nondegenerate`, the claim about the first component follows directly from `eq_zero_of_first_eq_zero`. For the dimension, `finrank_eq_one` asks for a nonzero vector in the eigenspace of which every other member is a multiple. The eigenvalue hypothesis supplies the vector, and `proportional` supplies the multiples.

For `levels_distinct`, the matrix is first shown to be Hermitian, which gives access to Mathlib's orthonormal eigenvector basis. Two equal eigenvalues at different indices make the corresponding basis vectors proportional. Orthogonality then forces the factor `c` to be zero, against the unit norm.

The ring example is checked component by component. For linear independence, components 0 and 2 of a vanishing combination show that both coefficients are zero.
